# The importance-sampling second moment is convex in the parameters of an exponentially tilted proposal on a finite set

## Choosing where to sample

A Monte Carlo run estimates a sum $\sum_x g(x)$ over the states of a finite system. For instance, $g(x)=A(x)e^{-\beta E(x)}$ gives the numerator of a thermal average of $A$ at inverse temperature $\beta$ with energies $E(x)$. States are drawn from a proposal $q_t$, and each contributes $g(x)/q_t(x)$. The mean is the wanted sum, and the variance per independent draw is $M(t)-\big(\sum_x g(x)\big)^2$, where

$$M(t)=\sum_x \frac{g(x)^2}{q_t(x)}.$$

Tuning $t$ to reduce the variance therefore means minimising $M$. Can the search get stuck in a local minimum that is not global?

## The tilted family and its second moment

Take a base weight $h(x)>0$, real functions $T_1,\dots,T_d$ and parameters $t\in\mathbb R^d$. Write

$$S_t(x)=\sum_j t_jT_j(x),\qquad Z(t)=\sum_y h(y)e^{S_t(y)},\qquad q_t(x)=\frac{h(x)e^{S_t(x)}}{Z(t)}.$$

Positivity of $h$ means that the proposal can reach every state. For every real $g$, $M$ is convex on $\mathbb R^d$, so every local minimum is global.

Inserting $Z(t)$ into $1/q_t(x)$ gives

$$M(t)=\sum_{x,y}c_{xy}\,e^{S_t(y)-S_t(x)},\qquad c_{xy}=\frac{g(x)^2h(y)}{h(x)}\ge 0.$$

For $a,b\ge0$ with $a+b=1$, linearity gives $S_{as+bt}=aS_s+bS_t$. Convexity of the exponential then makes each term convex, and so is their sum.

## When the convexity is strict

Let $g(x_0)\neq0$ for some $x_0$. Then $M$ is strictly convex exactly when no $u\ne0$ makes $S_u$ constant on the set.

If there is no such $u$ and $s\neq t$, some $y_0$ has $S_{s-t}(y_0)\ne S_{s-t}(x_0)$. The term $(x_0,y_0)$ has positive weight and is strictly convex between $s$ and $t$. Conversely, if $S_u$ is constant for some $u\neq0$, then $M(ru)=M(0)$ for all real $r$, which contradicts strict convexity.

## The condition for an optimal proposal

Since $c_{xy}e^{S_t(y)-S_t(x)}=\frac{g(x)^2}{q_t(x)}q_t(y)$ and $\sum_y q_t(y)=1$, the derivative of $M$ along $u$ is

$$D_uM(t)=M(t)\sum_y q_t(y)S_u(y)-\sum_x\frac{g(x)^2}{q_t(x)}S_u(x).$$

Applying $e^z\ge1+z$ with $z=S_{s-t}(y)-S_{s-t}(x)$ to each term gives $M(s)\ge M(t)+D_{s-t}M(t)$. At a minimiser the derivative along each coordinate vanishes. Conversely, if these derivatives vanish, so does $D_{s-t}M(t)$ by linearity, and $M(s)\ge M(t)$. Thus $t$ is a global minimiser exactly when, for every $j$,

$$\sum_x\frac{g(x)^2}{q_t(x)}T_j(x)=M(t)\sum_y q_t(y)T_j(y).$$

For $g\not\equiv0$, dividing by $M(t)$ says that $T_j$ has the same mean under $q_t$ and under the normalised distribution $g^2/(q_tM(t))$. A minimiser need not exist: with two states, $h=1$, $T=(0,1)$ and $g=(0,1)$, $M(t)=1+e^{-t}$ only approaches its infimum.

## Reading the Lean statements

The states form a finite type `X`, and the parameters are functions `ι → ℝ` on a finite index type, which plays the role of $\{1,\dots,d\}$. `score` is $S_t$, not the log-likelihood gradient that statisticians call by that name. `partitionFn`, `proposal` and `secondMoment` are $Z$, $q_t$ and $M$, and `momentGap` is the expression for $D_uM$. The hypothesis `hh` is $h>0$; `[Nonempty X]` appears where normalisation is used.

The theorems concern the exact $M$ of importance sampling over finitely many states. A run that tunes $t$ with estimates of $M$ or its derivatives from samples adds statistical error, which the theorems do not treat.

```lean
import Mathlib

open Finset

namespace AdaptiveProposal

noncomputable section

variable {X ι : Type*} [Fintype X] [Fintype ι]

/-- The exponent `∑ j, t j * T j x` of the tilted proposal at the point `x`. -/
def score (T : ι → X → ℝ) (t : ι → ℝ) (x : X) : ℝ := ∑ j, t j * T j x

/-- The partition function `Z(t)` of the tilted base weight `h`. -/
def partitionFn (h : X → ℝ) (T : ι → X → ℝ) (t : ι → ℝ) : ℝ :=
  ∑ x, h x * Real.exp (score T t x)

/-- The normalised proposal `q_t(x) = h(x) exp(∑ j, t j * T j x) / Z(t)`, for positive `h` on a
nonempty finite set. -/
def proposal (h : X → ℝ) (T : ι → X → ℝ) (t : ι → ℝ) (x : X) : ℝ :=
  h x * Real.exp (score T t x) / partitionFn h T t

/-- The importance-sampling second moment `∑ x, g(x)² / q_t(x)`, for positive `h`. -/
def secondMoment (h : X → ℝ) (T : ι → X → ℝ) (g : X → ℝ) (t : ι → ℝ) : ℝ :=
  ∑ x, g x ^ 2 / proposal h T t x

/-- The second moment times the proposal mean of `∑ j, u j * T j`, minus the sum of the same
observable weighted by `g² / q_t`, for positive `h`. -/
def momentGap (h : X → ℝ) (T : ι → X → ℝ) (g : X → ℝ) (t u : ι → ℝ) : ℝ :=
  secondMoment h T g t * ∑ y, proposal h T t y * score T u y
    - ∑ x, g x ^ 2 / proposal h T t x * score T u x

omit [Fintype X] in
/-- The exponent is linear in the parameters. -/
theorem score_combo (T : ι → X → ℝ) (s t : ι → ℝ) (a b : ℝ) (x : X) :
    score T (a • s + b • t) x = a * score T s x + b * score T t x := by
  simp only [score, Pi.add_apply, Pi.smul_apply, smul_eq_mul, mul_sum, ← sum_add_distrib]
  exact sum_congr rfl fun j _ => by ring

/-- For a positive base weight on a nonempty finite set, the proposal is positive everywhere and
sums to one. -/
theorem proposal_probability [Nonempty X] {h : X → ℝ} (hh : ∀ x, 0 < h x)
    (T : ι → X → ℝ) (t : ι → ℝ) :
    (∀ x, 0 < proposal h T t x) ∧ ∑ x, proposal h T t x = 1 := by
  have hZ : 0 < partitionFn h T t :=
    sum_pos (fun x _ => mul_pos (hh x) (Real.exp_pos _)) univ_nonempty
  refine ⟨fun x => div_pos (mul_pos (hh x) (Real.exp_pos _)) hZ, ?_⟩
  simp only [proposal, ← sum_div]
  exact div_self hZ.ne'

/-- For a positive base weight, the second moment is a double sum, with weights `g(x)² h(y) / h(x)`,
of exponentials of differences of exponents. -/
theorem secondMoment_eq {h : X → ℝ} (hh : ∀ x, 0 < h x) (T : ι → X → ℝ) (g : X → ℝ)
    (t : ι → ℝ) : secondMoment h T g t =
      ∑ x, ∑ y, g x ^ 2 * h y / h x * Real.exp (score T t y - score T t x) := by
  unfold secondMoment
  refine sum_congr rfl fun x _ => ?_
  have hx := (hh x).ne'
  rw [proposal, div_div_eq_mul_div, partitionFn, mul_sum, sum_div]
  refine sum_congr rfl fun y _ => ?_
  rw [Real.exp_sub]
  field_simp

omit [Fintype X] in
/-- Each exponential of a difference of exponents, with a non-negative weight, is convex in the
parameters. -/
theorem pair_convex (T : ι → X → ℝ) (x y : X) {c : ℝ} (hc : 0 ≤ c) :
    ConvexOn ℝ Set.univ (fun t => c * Real.exp (score T t y - score T t x)) := by
  refine ⟨convex_univ, fun s _ t _ a b ha hb hab => ?_⟩
  have h1 := convexOn_exp.2 (Set.mem_univ (score T s y - score T s x))
    (Set.mem_univ (score T t y - score T t x)) ha hb hab
  have e : score T (a • s + b • t) y - score T (a • s + b • t) x =
      a * (score T s y - score T s x) + b * (score T t y - score T t x) := by
    simp only [score_combo]; ring
  simp only [smul_eq_mul] at h1 ⊢
  rw [e]
  exact (mul_le_mul_of_nonneg_left h1 hc).trans (le_of_eq (by ring))

/-- For a positive base weight and any real `g`, the importance-sampling second moment is a
convex function of the proposal parameters. -/
theorem secondMoment_convex {h : X → ℝ} (hh : ∀ x, 0 < h x) (T : ι → X → ℝ) (g : X → ℝ) :
    ConvexOn ℝ Set.univ (secondMoment h T g) := by
  refine ⟨convex_univ, fun s _ t _ a b ha hb hab => ?_⟩
  simp only [secondMoment_eq hh, smul_eq_mul, mul_sum, ← sum_add_distrib]
  exact sum_le_sum fun x _ => sum_le_sum fun y _ =>
    (pair_convex T x y (div_nonneg (mul_nonneg (sq_nonneg (g x)) (hh y).le) (hh x).le)).2
      (Set.mem_univ s) (Set.mem_univ t) ha hb hab

/-- For a positive base weight and `g` not identically zero, the second moment is strictly convex
exactly when no non-zero direction `u` makes `∑ j, u j * T j` constant on the set. -/
theorem secondMoment_strictConvex_iff {h : X → ℝ} (hh : ∀ x, 0 < h x) (T : ι → X → ℝ)
    {g : X → ℝ} (hg : ∃ x, g x ≠ 0) :
    StrictConvexOn ℝ Set.univ (secondMoment h T g) ↔
      ∀ u, (∀ x y, score T u x = score T u y) → u = 0 := by
  constructor
  · intro hS u hu
    by_contra hne
    -- along such a direction the second moment does not change
    have hM : ∀ r : ℝ, secondMoment h T g (r • u) = secondMoment h T g 0 := by
      intro r
      have h1 : ∀ z, score T (r • u) z = r * score T u z := fun z => by
        simpa using score_combo T u 0 r 0 z
      have h0 : ∀ z, score T 0 z = 0 := fun z => by simp [score]
      simp only [secondMoment_eq hh]
      refine sum_congr rfl fun x _ => sum_congr rfl fun y _ => ?_
      rw [h1 y, h1 x, hu x y, h0 y, h0 x, sub_self, sub_self]
    have h1 := hM 1
    rw [one_smul] at h1
    have h2 := hS.2 (Set.mem_univ u) (Set.mem_univ 0) hne
      (by norm_num : (0 : ℝ) < 1 / 2) (by norm_num : (0 : ℝ) < 1 / 2) (by norm_num)
    rw [smul_zero, add_zero, hM (1 / 2), h1] at h2
    simp only [smul_eq_mul] at h2
    linarith
  · intro hinj
    refine ⟨convex_univ, fun s _ t _ hst a b ha hb hab => ?_⟩
    obtain ⟨x₀, hx₀⟩ := hg
    -- some point is separated from `x₀` by the direction `s - t`
    obtain ⟨y₀, hy₀⟩ : ∃ y, score T s y - score T s x₀ ≠ score T t y - score T t x₀ := by
      by_contra! hcon
      refine hst (sub_eq_zero.mp (hinj _ fun x y => ?_))
      have hd : ∀ z, score T (s - t) z = score T s z - score T t z := fun z => by
        simpa [sub_eq_add_neg] using score_combo T s t 1 (-1) z
      rw [hd x, hd y]
      linarith [hcon x, hcon y]
    have hle := fun x y =>
      (pair_convex T x y (div_nonneg (mul_nonneg (sq_nonneg (g x)) (hh y).le) (hh x).le)).2
        (Set.mem_univ s) (Set.mem_univ t) ha.le hb.le hab
    simp only [secondMoment_eq hh, smul_eq_mul, mul_sum, ← sum_add_distrib]
    refine sum_lt_sum (fun x _ => sum_le_sum fun y _ => hle x y)
      ⟨x₀, mem_univ _, sum_lt_sum (fun y _ => hle x₀ y) ⟨y₀, mem_univ _, ?_⟩⟩
    have h1 := strictConvexOn_exp.2 (Set.mem_univ _) (Set.mem_univ _) hy₀ ha hb hab
    simp only [smul_eq_mul] at h1
    have hc : 0 < g x₀ ^ 2 * h y₀ / h x₀ :=
      div_pos (mul_pos (pow_pos (abs_pos.mpr hx₀) 2 |>.trans_eq (sq_abs _)) (hh y₀)) (hh x₀)
    have e : score T (a • s + b • t) y₀ - score T (a • s + b • t) x₀ =
        a * (score T s y₀ - score T s x₀) + b * (score T t y₀ - score T t x₀) := by
      simp only [score_combo]; ring
    rw [e]
    exact (mul_lt_mul_of_pos_left h1 hc).trans_eq (by ring)

/-- For a positive base weight on a nonempty set, the moment gap is the double sum of the second
moment with each term multiplied by the rate of change of its exponent along `u`. -/
theorem momentGap_eq [Nonempty X] {h : X → ℝ} (hh : ∀ x, 0 < h x) (T : ι → X → ℝ)
    (g : X → ℝ) (t u : ι → ℝ) : momentGap h T g t u =
      ∑ x, ∑ y, g x ^ 2 * h y / h x * Real.exp (score T t y - score T t x)
        * (score T u y - score T u x) := by
  have hZ : partitionFn h T t ≠ 0 :=
    (sum_pos (fun x _ => mul_pos (hh x) (Real.exp_pos _)) univ_nonempty).ne'
  have hw : ∀ x y, g x ^ 2 * h y / h x * Real.exp (score T t y - score T t x) =
      g x ^ 2 / proposal h T t x * proposal h T t y := by
    intro x y
    have hx := (hh x).ne'
    rw [Real.exp_sub, proposal, proposal]
    field_simp
  have hi : ∀ x, ∑ y, g x ^ 2 / proposal h T t x * proposal h T t y
      * (score T u y - score T u x) =
      g x ^ 2 / proposal h T t x * (∑ y, proposal h T t y * score T u y)
        - g x ^ 2 / proposal h T t x * score T u x := by
    intro x
    -- normalisation of the proposal removes the sum over `y` in the last term
    rw [← mul_one (g x ^ 2 / proposal h T t x * score T u x),
      ← (proposal_probability hh T t).2, mul_sum, mul_sum, ← sum_sub_distrib]
    exact sum_congr rfl fun y _ => by ring
  simp only [hw, hi]
  rw [sum_sub_distrib, ← sum_mul]
  rfl

/-- For a positive base weight on a nonempty set, the derivative of the second moment along the
parameter direction `u` is the moment gap. -/
theorem secondMoment_hasDerivAt [Nonempty X] {h : X → ℝ} (hh : ∀ x, 0 < h x)
    (T : ι → X → ℝ) (g : X → ℝ) (t u : ι → ℝ) :
    HasDerivAt (fun r : ℝ => secondMoment h T g (t + r • u)) (momentGap h T g t u) 0 := by
  have hs : ∀ (r : ℝ) z, score T (t + r • u) z = score T t z + r * score T u z :=
    fun r z => by simpa using score_combo T t u 1 r z
  have hf : (fun r : ℝ => secondMoment h T g (t + r • u)) = fun r : ℝ =>
      ∑ x, ∑ y, g x ^ 2 * h y / h x * Real.exp ((score T t y - score T t x)
        + r * (score T u y - score T u x)) := by
    funext r
    rw [secondMoment_eq hh]
    refine sum_congr rfl fun x _ => sum_congr rfl fun y _ => ?_
    rw [hs r y, hs r x]
    congr 2
    ring
  rw [hf, momentGap_eq hh]
  refine HasDerivAt.fun_sum fun x _ => HasDerivAt.fun_sum fun y _ => ?_
  have h1 : HasDerivAt (fun r : ℝ => (score T t y - score T t x)
      + r * (score T u y - score T u x)) (score T u y - score T u x) 0 :=
    (hasDerivAt_mul_const _).const_add _
  refine (h1.exp.const_mul (g x ^ 2 * h y / h x)).congr_deriv ?_
  simp only [zero_mul, add_zero]
  ring

/-- For a positive base weight on a nonempty set, the second moment lies above each of its
tangent planes. -/
theorem secondMoment_tangent [Nonempty X] {h : X → ℝ} (hh : ∀ x, 0 < h x)
    (T : ι → X → ℝ) (g : X → ℝ) (t s : ι → ℝ) :
    secondMoment h T g t + momentGap h T g t (s - t) ≤ secondMoment h T g s := by
  rw [momentGap_eq hh, secondMoment_eq hh T g t, secondMoment_eq hh T g s, ← sum_add_distrib]
  refine sum_le_sum fun x _ => ?_
  rw [← sum_add_distrib]
  refine sum_le_sum fun y _ => ?_
  have hs : ∀ z, score T s z = score T t z + score T (s - t) z := fun z => by
    simpa using score_combo T t (s - t) 1 1 z
  have e : score T s y - score T s x = (score T t y - score T t x)
      + (score T (s - t) y - score T (s - t) x) := by
    rw [hs y, hs x]; ring
  have hc : 0 ≤ g x ^ 2 * h y / h x * Real.exp (score T t y - score T t x) :=
    mul_nonneg (div_nonneg (mul_nonneg (sq_nonneg _) (hh y).le) (hh x).le) (Real.exp_pos _).le
  -- the exponential lies above its tangent at zero
  have h1 := mul_le_mul_of_nonneg_left
    (Real.add_one_le_exp (score T (s - t) y - score T (s - t) x)) hc
  rw [e, Real.exp_add]
  refine le_trans (le_of_eq ?_) (le_trans h1 (le_of_eq ?_)) <;> ring

/-- For a positive base weight on a nonempty set, `t` minimises the second moment globally exactly
when, for every `T j`, its sum weighted by `g² / q_t` is the second moment times its proposal
mean. -/
theorem minimiser_iff_moment_matching [Nonempty X] {h : X → ℝ} (hh : ∀ x, 0 < h x)
    (T : ι → X → ℝ) (g : X → ℝ) (t : ι → ℝ) :
    (∀ s, secondMoment h T g t ≤ secondMoment h T g s) ↔
      ∀ j, ∑ x, g x ^ 2 / proposal h T t x * T j x =
        secondMoment h T g t * ∑ y, proposal h T t y * T j y := by
  classical
  constructor
  · intro hmin j
    -- the derivative along the `j`-th parameter vanishes at a minimum
    have hloc : IsLocalMin
        (fun r : ℝ => secondMoment h T g (t + r • (Pi.single j 1 : ι → ℝ))) 0 :=
      Filter.Eventually.of_forall fun r => by
        simp only [zero_smul, add_zero]
        exact hmin _
    have hz := hloc.hasDerivAt_eq_zero (secondMoment_hasDerivAt hh T g t (Pi.single j 1))
    have hs : ∀ x, score T (Pi.single j 1) x = T j x := fun x => by
      simp [score, Pi.single_apply]
    simp only [momentGap, hs] at hz
    linarith
  · intro hm s
    have hswap : ∀ w : X → ℝ, ∑ x, w x * score T (s - t) x =
        ∑ j, (s - t) j * ∑ x, w x * T j x := by
      intro w
      simp only [score, mul_sum]
      rw [sum_comm]
      exact sum_congr rfl fun j _ => sum_congr rfl fun x _ => by ring
    have hgap : momentGap h T g t (s - t) = 0 := by
      rw [momentGap, hswap (proposal h T t), hswap (fun x => g x ^ 2 / proposal h T t x),
        mul_sum, ← sum_sub_distrib]
      refine sum_eq_zero fun j _ => ?_
      rw [hm j]
      ring
    linarith [secondMoment_tangent hh T g t s]

end

end AdaptiveProposal
```

```lean
#print axioms AdaptiveProposal.secondMoment_convex
-- 'AdaptiveProposal.secondMoment_convex' depends on axioms: [propext, Classical.choice, Quot.sound]
#print axioms AdaptiveProposal.secondMoment_strictConvex_iff
-- 'AdaptiveProposal.secondMoment_strictConvex_iff' depends on axioms: [propext, Classical.choice, Quot.sound]
#print axioms AdaptiveProposal.minimiser_iff_moment_matching
-- 'AdaptiveProposal.minimiser_iff_moment_matching' depends on axioms: [propext, Classical.choice, Quot.sound]
```

## From the double sum to the Lean proof

`secondMoment_eq` is the double sum, and `score_combo` is the linearity of $S_t$. `pair_convex` combines that linearity with `convexOn_exp`; `secondMoment_convex` adds the terms with `sum_le_sum`.

In `secondMoment_strictConvex_iff`, the first direction compares $0$, $u$ and their midpoint. The second finds $y_0$ by contradiction and uses `sum_lt_sum`, which needs only one strict term.

`momentGap_eq` rewrites the derivative as a double sum, using `proposal_probability` for the normalisation. `secondMoment_hasDerivAt` differentiates term by term along $t+ru$ at $r=0$. `secondMoment_tangent` applies `Real.add_one_le_exp` to each term.

Finally, `minimiser_iff_moment_matching` takes $u$ to be the unit vector `Pi.single j 1` for the forward direction. For the converse it exchanges the sums over states and parameters, finds that the gap is zero, and applies the tangent bound.
